# With one nowhere-zero guide and real symmetric terms, termwise lattice fixed node never gives a lower ground energy than fixed node on the total Hamiltonian

## Sign test on each term, or on the sum?

Let $H$ and $K$ be real symmetric matrices on a finite set of configurations, and let $\psi$ be a real guide with no zeros. For a matrix $A$, an off-diagonal entry violates the sign condition if $\psi(x)A(x,y)\psi(y)>0$. The fixed-node matrix $A_{FN}$ deletes each such entry and adds $A(x,y)\psi(y)/\psi(x)$ to the diagonal at $x$.

If my Hamiltonian is $H+K$, I can use $(H+K)_{FN}$ or $H_{FN}+K_{FN}$. I believe that the first never gives the higher ground energy, because $H_{FN}+K_{FN}-(H+K)_{FN}$ is positive semidefinite. Can this be made rigorous and machine-checked?

## The difference is a graph Laplacian

Yes, and for any finite number of terms $H_i$. For $x\ne y$ put $c_A(x,y)=\max(\psi(x)A(x,y)\psi(y),0)$, and put $c_A(x,x)=0$. Multiplying the diagonal shift by $\psi(x)^2$ turns each contribution into $c_A(x,z)$, while deleting an entry subtracts $c_A(x,y)$. Hence
$$\psi(x)A_{FN}(x,y)\psi(y)=\psi(x)A(x,y)\psi(y)+\delta_{xy}\sum_z c_A(x,z)-c_A(x,y).$$

Let $D=\sum_i (H_i)_{FN}-(\sum_i H_i)_{FN}$ and $f=\sum_i c_{H_i}-c_{\sum_i H_i}$. The original entries cancel:
$$\psi(x)D(x,y)\psi(y)=\delta_{xy}\sum_z f(x,z)-f(x,y).$$

Write $v(x)=\psi(x)u(x)$. Since $f$ is symmetric,
$$v^TDv=\sum_{x,y}f(x,y)\,[u(x)^2-u(x)u(y)]=\tfrac12\sum_{x,y}f(x,y)\,[u(x)-u(y)]^2.$$

For real numbers $a_i$, the sum $\sum_i\max(a_i,0)$ is at least $\sum_i a_i$ and at least $0$, so $f\ge0$ and $D$ is positive semidefinite. If $v$ is a unit vector attaining the lowest termwise energy $E'$, the lowest total energy $E$ satisfies $E\le v^T(\sum_i H_i)_{FN}v\le E'$.

The same Laplacian argument applied to $A_{FN}-A$ shows by hand that both energies are upper bounds on the lowest eigenvalue of $\sum_i H_i$; the code below has no theorem for that step.

In Lean 4 with Mathlib:

```lean
import Mathlib

open Matrix

namespace LatticeFixedNodeTermwise

noncomputable section

variable {n ι : Type*} [Fintype n] [DecidableEq n] [Fintype ι]

/-- The lattice fixed-node matrix: off-diagonal entries with `ψ x * H x y * ψ y > 0` are deleted,
and `H x y * ψ y / ψ x` is added to the diagonal at `x` for each of them. -/
def fixedNode (ψ : n → ℝ) (H : Matrix n n ℝ) : Matrix n n ℝ :=
  Matrix.of fun x y =>
    if x = y then
      H x x + ∑ z, if x ≠ z ∧ 0 < ψ x * H x z * ψ z then H x z * ψ z / ψ x else 0
    else if 0 < ψ x * H x y * ψ y then 0 else H x y

/-- The guide-weighted strength of a sign-violating hop between `x` and `y`, zero if the hop
is allowed. -/
def crossing (ψ : n → ℝ) (H : Matrix n n ℝ) (x y : n) : ℝ :=
  if x = y then 0 else max (ψ x * H x y * ψ y) 0

/-- The sign-violating strength of the separate terms minus that of their sum. -/
def frustration (ψ : n → ℝ) (H : ι → Matrix n n ℝ) (x y : n) : ℝ :=
  ∑ i, crossing ψ (H i) x y - crossing ψ (∑ i, H i) x y

/-- The energy expectation values of `A` in real unit vectors. -/
def energies (A : Matrix n n ℝ) : Set ℝ :=
  {e | ∃ v : n → ℝ, v ⬝ᵥ v = 1 ∧ e = v ⬝ᵥ A *ᵥ v}

/-- Weighted by the guide, the fixed-node matrix is the original one plus the graph Laplacian
of the sign-violating hops. -/
theorem fixedNode_entry {ψ : n → ℝ} (hψ : ∀ x, ψ x ≠ 0) (H : Matrix n n ℝ) (x y : n) :
    ψ x * fixedNode ψ H x y * ψ y = ψ x * H x y * ψ y +
      ((if x = y then ∑ z, crossing ψ H x z else 0) - crossing ψ H x y) := by
  by_cases hxy : x = y
  · subst hxy
    have hx := hψ x
    have key : ψ x * (∑ z, if x ≠ z ∧ 0 < ψ x * H x z * ψ z then H x z * ψ z / ψ x else 0)
        * ψ x = ∑ z, crossing ψ H x z := by
      rw [Finset.mul_sum, Finset.sum_mul]
      refine Finset.sum_congr rfl fun z _ => ?_
      by_cases hz : x = z
      · subst hz
        simp [crossing]
      · by_cases hp : 0 < ψ x * H x z * ψ z
        · rw [if_pos ⟨hz, hp⟩]
          simp only [crossing, if_neg hz, max_eq_left hp.le]
          field_simp
        · rw [if_neg (fun h => hp h.2)]
          simp only [crossing, if_neg hz, max_eq_right (not_lt.mp hp)]
          ring
    have h0 : crossing ψ H x x = 0 := by simp [crossing]
    rw [h0, if_pos rfl]
    simp only [fixedNode, Matrix.of_apply, eq_self, if_true]
    linear_combination key
  · simp only [fixedNode, Matrix.of_apply, crossing, if_neg hxy]
    by_cases hp : 0 < ψ x * H x y * ψ y
    · rw [if_pos hp, max_eq_left hp.le]
      ring
    · rw [if_neg hp, max_eq_right (not_lt.mp hp)]
      ring

omit [Fintype n] in
/-- The frustration between two configurations is never negative. -/
theorem frustration_nonneg (ψ : n → ℝ) (H : ι → Matrix n n ℝ) (x y : n) :
    0 ≤ frustration ψ H x y := by
  by_cases hxy : x = y
  · simp [frustration, crossing, hxy]
  · simp only [frustration, crossing, if_neg hxy]
    rw [Matrix.sum_apply, Finset.mul_sum, Finset.sum_mul, sub_nonneg]
    -- the positive part is subadditive
    exact max_le (Finset.sum_le_sum fun i _ => le_max_left _ _)
      (Finset.sum_nonneg fun i _ => le_max_right _ _)

omit [Fintype n] in
/-- For symmetric terms the frustration is symmetric in the two configurations. -/
theorem frustration_symm (ψ : n → ℝ) {H : ι → Matrix n n ℝ} (hH : ∀ i, (H i).IsSymm)
    (x y : n) : frustration ψ H x y = frustration ψ H y x := by
  have hc : ∀ A : Matrix n n ℝ, A y x = A x y → crossing ψ A x y = crossing ψ A y x := by
    intro A hA
    by_cases hxy : x = y
    · rw [hxy]
    · simp only [crossing, if_neg hxy, if_neg (Ne.symm hxy)]
      rw [hA, show ψ y * A x y * ψ x = ψ x * A x y * ψ y by ring]
  have hs : (∑ i, H i) y x = (∑ i, H i) x y := by
    rw [Matrix.sum_apply, Matrix.sum_apply]
    exact Finset.sum_congr rfl fun i _ => (hH i).apply x y
  unfold frustration
  rw [hc _ hs, Finset.sum_congr rfl fun i _ => hc (H i) ((hH i).apply x y)]

/-- Weighted by the guide, the termwise fixed-node matrix minus the total one is the graph
Laplacian of the frustration. -/
theorem gap_entry {ψ : n → ℝ} (hψ : ∀ x, ψ x ≠ 0) (H : ι → Matrix n n ℝ) (x y : n) :
    ψ x * (∑ i, fixedNode ψ (H i) - fixedNode ψ (∑ i, H i)) x y * ψ y =
      (if x = y then ∑ z, frustration ψ H x z else 0) - frustration ψ H x y := by
  have hs : ψ x * (∑ i, H i) x y * ψ y = ∑ i, ψ x * H i x y * ψ y := by
    rw [Matrix.sum_apply, Finset.mul_sum, Finset.sum_mul]
  have ht : ψ x * (∑ i, fixedNode ψ (H i)) x y * ψ y
      = ∑ i, ψ x * fixedNode ψ (H i) x y * ψ y := by
    rw [Matrix.sum_apply, Finset.mul_sum, Finset.sum_mul]
  rw [Matrix.sub_apply, mul_sub, sub_mul, ht, fixedNode_entry hψ (∑ i, H i), hs,
    Finset.sum_congr rfl fun i _ => fixedNode_entry hψ (H i) x y]
  by_cases hxy : x = y
  · have hc : ∑ i, ∑ z, crossing ψ (H i) x z = ∑ z, ∑ i, crossing ψ (H i) x z :=
      Finset.sum_comm
    simp only [if_pos hxy, frustration, Finset.sum_add_distrib, Finset.sum_sub_distrib]
    linear_combination hc
  · simp only [if_neg hxy, frustration, Finset.sum_add_distrib, Finset.sum_sub_distrib,
      Finset.sum_const_zero]
    ring

/-- For symmetric terms, the quadratic form of the termwise fixed-node matrix minus the total one,
taken at any real vector `v`, is half the frustration-weighted sum of squared differences of the
ratio `v / ψ`. -/
theorem gap_form {ψ : n → ℝ} (hψ : ∀ x, ψ x ≠ 0) {H : ι → Matrix n n ℝ}
    (hH : ∀ i, (H i).IsSymm) (v : n → ℝ) :
    v ⬝ᵥ (∑ i, fixedNode ψ (H i) - fixedNode ψ (∑ i, H i)) *ᵥ v =
      1 / 2 * ∑ x, ∑ y, frustration ψ H x y * (v x / ψ x - v y / ψ y) ^ 2 := by
  have hD := gap_entry hψ H
  have hd := frustration_symm ψ hH
  generalize (∑ i, fixedNode ψ (H i) - fixedNode ψ (∑ i, H i)) = D at hD ⊢
  generalize frustration ψ H = d at hD hd ⊢
  obtain ⟨u, hu⟩ : ∃ u : n → ℝ, ∀ x, v x / ψ x = u x := ⟨fun x => v x / ψ x, fun _ => rfl⟩
  have hv : ∀ x, v x = ψ x * u x := fun x => by
    rw [← hu x, mul_div_cancel₀ _ (hψ x)]
  simp only [hu]
  have h1 : v ⬝ᵥ D *ᵥ v = ∑ x, ∑ y, u x * u y * (ψ x * D x y * ψ y) := by
    simp only [dotProduct, Matrix.mulVec, Finset.mul_sum]
    refine Finset.sum_congr rfl fun x _ => Finset.sum_congr rfl fun y _ => ?_
    rw [hv x, hv y]
    ring
  have h2 : ∀ x, ∑ y, u x * u y * (ψ x * D x y * ψ y)
      = ∑ y, d x y * u x ^ 2 - ∑ y, d x y * (u x * u y) := by
    intro x
    simp only [hD, mul_sub, Finset.sum_sub_distrib, mul_ite, mul_zero, Finset.sum_ite_eq,
      Finset.mem_univ, if_true]
    rw [← Finset.sum_mul, Finset.sum_congr rfl fun y _ => mul_comm (u x * u y) (d x y)]
    ring
  -- exchanging the two configurations
  have h3 : ∑ x, ∑ y, d x y * u y ^ 2 = ∑ x, ∑ y, d x y * u x ^ 2 := by
    rw [Finset.sum_comm]
    exact Finset.sum_congr rfl fun x _ => Finset.sum_congr rfl fun y _ => by rw [hd y x]
  have h4 : ∑ x, ∑ y, d x y * (u x - u y) ^ 2 = ∑ x, ∑ y, d x y * u x ^ 2
      + ∑ x, ∑ y, d x y * u y ^ 2 - 2 * ∑ x, ∑ y, d x y * (u x * u y) := by
    simp only [Finset.mul_sum, ← Finset.sum_add_distrib, ← Finset.sum_sub_distrib]
    exact Finset.sum_congr rfl fun x _ => Finset.sum_congr rfl fun y _ => by ring
  rw [h1, Finset.sum_congr rfl fun x _ => h2 x, Finset.sum_sub_distrib, h4, h3]
  ring

/-- For any finite splitting of a Hamiltonian into real symmetric terms, the sum of the fixed-node
matrices of the terms minus the fixed-node matrix of the sum is positive semidefinite. -/
theorem termwise_sub_total_posSemidef {ψ : n → ℝ} (hψ : ∀ x, ψ x ≠ 0)
    {H : ι → Matrix n n ℝ} (hH : ∀ i, (H i).IsSymm) :
    (∑ i, fixedNode ψ (H i) - fixedNode ψ (∑ i, H i)).PosSemidef := by
  refine Matrix.PosSemidef.of_dotProduct_mulVec_nonneg ?_ fun v => ?_
  · refine Matrix.IsHermitian.ext fun x y => ?_
    rw [star_trivial]
    by_cases hxy : x = y
    · rw [hxy]
    · have h1 := gap_entry hψ H x y
      have h2 := gap_entry hψ H y x
      rw [if_neg hxy] at h1
      rw [if_neg (Ne.symm hxy)] at h2
      apply mul_left_cancel₀ (mul_ne_zero (hψ x) (hψ y))
      linear_combination h2 - h1 + frustration_symm ψ hH x y
  · rw [star_trivial, gap_form hψ hH]
    exact mul_nonneg (by norm_num) (Finset.sum_nonneg fun x _ => Finset.sum_nonneg fun y _ =>
      mul_nonneg (frustration_nonneg ψ H x y) (sq_nonneg _))

/-- For two real symmetric terms `H` and `K` and one guide, `H_FN + K_FN - (H + K)_FN` is
positive semidefinite. -/
theorem add_sub_total_posSemidef {ψ : n → ℝ} (hψ : ∀ x, ψ x ≠ 0) {H K : Matrix n n ℝ}
    (hH : H.IsSymm) (hK : K.IsSymm) :
    (fixedNode ψ H + fixedNode ψ K - fixedNode ψ (H + K)).PosSemidef := by
  have h := termwise_sub_total_posSemidef hψ (H := ![H, K]) (Fin.forall_fin_two.2 ⟨hH, hK⟩)
  simpa [Fin.sum_univ_two] using h

/-- The lowest energy of the total fixed-node matrix is at most the lowest energy of the
termwise one. -/
theorem total_energy_le_termwise {ψ : n → ℝ} (hψ : ∀ x, ψ x ≠ 0) {H : ι → Matrix n n ℝ}
    (hH : ∀ i, (H i).IsSymm) {E E' : ℝ} (hE : IsLeast (energies (fixedNode ψ (∑ i, H i))) E)
    (hE' : IsLeast (energies (∑ i, fixedNode ψ (H i))) E') : E ≤ E' := by
  obtain ⟨v, hv, he⟩ := hE'.1
  have h1 := hE.2 ⟨v, hv, rfl⟩
  have h2 := (termwise_sub_total_posSemidef hψ hH).dotProduct_mulVec_nonneg v
  rw [star_trivial, Matrix.sub_mulVec, dotProduct_sub] at h2
  linarith

/-- Termwise and total treatment of two terms give the same matrix exactly when no off-diagonal
entries of `H` and `K` at the same place have opposite signs. -/
theorem termwise_eq_total_iff {ψ : n → ℝ} (hψ : ∀ x, ψ x ≠ 0) (H K : Matrix n n ℝ) :
    fixedNode ψ H + fixedNode ψ K = fixedNode ψ (H + K) ↔
      ∀ x y, x ≠ y → 0 ≤ H x y * K x y := by
  have hmax : ∀ a b : ℝ, max a 0 + max b 0 - max (a + b) 0 = 0 ↔ 0 ≤ a * b := by
    intro a b
    constructor
    · intro h
      by_contra hn
      rcases mul_neg_iff.1 (not_le.1 hn) with ⟨ha, hb⟩ | ⟨ha, hb⟩
      · rw [max_eq_left ha.le, max_eq_right hb.le] at h
        have : max (a + b) 0 < a := max_lt (by linarith) ha
        linarith
      · rw [max_eq_right ha.le, max_eq_left hb.le] at h
        have : max (a + b) 0 < b := max_lt (by linarith) hb
        linarith
    · intro h
      rcases mul_nonneg_iff.1 h with ⟨ha, hb⟩ | ⟨ha, hb⟩
      · rw [max_eq_left ha, max_eq_left hb, max_eq_left (add_nonneg ha hb)]
        ring
      · rw [max_eq_right ha, max_eq_right hb, max_eq_right (add_nonpos ha hb)]
        ring
  -- the guide enters the product of the two weighted entries only through a positive square
  have hf : ∀ x y, x ≠ y → (frustration ψ ![H, K] x y = 0 ↔ 0 ≤ H x y * K x y) := by
    intro x y hxy
    have hpos : 0 < (ψ x * ψ y) ^ 2 := by
      have := mul_ne_zero (hψ x) (hψ y)
      positivity
    have e : frustration ψ ![H, K] x y = max (ψ x * H x y * ψ y) 0 + max (ψ x * K x y * ψ y) 0
        - max (ψ x * H x y * ψ y + ψ x * K x y * ψ y) 0 := by
      simp [frustration, crossing, hxy, Fin.sum_univ_two, mul_add, add_mul]
    rw [e, hmax, show ψ x * H x y * ψ y * (ψ x * K x y * ψ y)
      = (ψ x * ψ y) ^ 2 * (H x y * K x y) by ring]
    exact mul_nonneg_iff_of_pos_left hpos
  have hg : ∀ x y, ψ x * (fixedNode ψ H + fixedNode ψ K - fixedNode ψ (H + K)) x y * ψ y =
      (if x = y then ∑ z, frustration ψ ![H, K] x z else 0) - frustration ψ ![H, K] x y := by
    intro x y
    rw [← gap_entry hψ ![H, K] x y]
    simp only [Fin.sum_univ_two, Matrix.cons_val_zero, Matrix.cons_val_one]
  constructor
  · intro h x y hxy
    have h1 := hg x y
    rw [sub_eq_zero.2 h, if_neg hxy, Matrix.zero_apply] at h1
    exact (hf x y hxy).1 (by linarith)
  · intro h
    have h0 : ∀ x y, frustration ψ ![H, K] x y = 0 := by
      intro x y
      by_cases hxy : x = y
      · simp [frustration, crossing, hxy]
      · exact (hf x y hxy).2 (h x y hxy)
    refine sub_eq_zero.1 (Matrix.ext fun x y => ?_)
    have h1 := hg x y
    simp only [h0, Finset.sum_const_zero, ite_self, sub_zero] at h1
    rcases mul_eq_zero.1 h1 with h2 | h2
    · exact (mul_eq_zero.1 h2).resolve_left (hψ x)
    · exact absurd h2 (hψ y)

/-- A two-site model with a constant guide in which the lowest fixed-node energy is `0` for the
total Hamiltonian and `1/4` for termwise treatment. -/
theorem two_site_strict :
    IsLeast (energies (fixedNode (fun _ => 1)
      (!![0, 1; 1, 0] + !![0, -1; -1, 7 / 12] : Matrix (Fin 2) (Fin 2) ℝ))) 0 ∧
    IsLeast (energies (fixedNode (fun _ => 1) (!![0, 1; 1, 0] : Matrix (Fin 2) (Fin 2) ℝ) +
      fixedNode (fun _ => 1) !![0, -1; -1, 7 / 12])) (1 / 4) := by
  have h1 : fixedNode (fun _ => 1)
      (!![0, 1; 1, 0] + !![0, -1; -1, 7 / 12] : Matrix (Fin 2) (Fin 2) ℝ)
      = !![0, 0; 0, 7 / 12] := by
    ext i j
    fin_cases i <;> fin_cases j <;> norm_num [fixedNode, Fin.sum_univ_two]
  have h2 : fixedNode (fun _ => 1) (!![0, 1; 1, 0] : Matrix (Fin 2) (Fin 2) ℝ) +
      fixedNode (fun _ => 1) !![0, -1; -1, 7 / 12] = !![1, -1; -1, 19 / 12] := by
    ext i j
    fin_cases i <;> fin_cases j <;> norm_num [fixedNode, Fin.sum_univ_two]
  have hq : ∀ (a b c d : ℝ) (v : Fin 2 → ℝ), v ⬝ᵥ !![a, b; c, d] *ᵥ v
      = a * v 0 ^ 2 + (b + c) * (v 0 * v 1) + d * v 1 ^ 2 := by
    intro a b c d v
    simp [dotProduct, Matrix.mulVec, Fin.sum_univ_two]
    ring
  have hn : ∀ v : Fin 2 → ℝ, v ⬝ᵥ v = v 0 * v 0 + v 1 * v 1 := by
    intro v
    simp [dotProduct, Fin.sum_univ_two]
  rw [h1, h2]
  refine ⟨⟨⟨![1, 0], ?_, ?_⟩, ?_⟩, ⟨⟨![4 / 5, 3 / 5], ?_, ?_⟩, ?_⟩⟩
  · rw [hn]; norm_num
  · rw [hq]; norm_num
  · rintro e ⟨v, -, rfl⟩
    rw [hq]
    nlinarith [sq_nonneg (v 1)]
  · rw [hn]; norm_num
  · rw [hq]; norm_num
  · rintro e ⟨v, hv, rfl⟩
    rw [hn] at hv
    rw [hq]
    nlinarith [sq_nonneg (v 0 - 4 / 3 * v 1)]

end

end LatticeFixedNodeTermwise
```

```lean
#print axioms LatticeFixedNodeTermwise.add_sub_total_posSemidef
-- 'LatticeFixedNodeTermwise.add_sub_total_posSemidef' depends on axioms: [propext, Classical.choice, Quot.sound]
#print axioms LatticeFixedNodeTermwise.total_energy_le_termwise
-- 'LatticeFixedNodeTermwise.total_energy_le_termwise' depends on axioms: [propext, Classical.choice, Quot.sound]
#print axioms LatticeFixedNodeTermwise.termwise_eq_total_iff
-- 'LatticeFixedNodeTermwise.termwise_eq_total_iff' depends on axioms: [propext, Classical.choice, Quot.sound]
#print axioms LatticeFixedNodeTermwise.two_site_strict
-- 'LatticeFixedNodeTermwise.two_site_strict' depends on axioms: [propext, Classical.choice, Quot.sound]
```

## What the theorems say

`fixedNode ψ H` is $H_{FN}$, `crossing` is $c$ and `frustration` is $f$. The type `n` holds the configurations and `ι` labels the terms. `hψ` says that the guide has no zeros, so the division by $\psi(x)$ is meaningful, and `IsSymm` expresses real symmetry. The guide need not be an eigenstate.

- `add_sub_total_posSemidef` is your claim, and `termwise_sub_total_posSemidef` is the version for any finite splitting.
- `total_energy_le_termwise` orders the minima of `energies`, the expectation values in unit vectors. It assumes that these minima exist, as they do on any nonempty finite set.
- `termwise_eq_total_iff` says that, for two terms, the two treatments give the same matrix exactly when $H(x,y)K(x,y)\ge0$ for all $x\ne y$, whatever the nowhere-zero guide. Different matrices can still share the lowest energy: if $\psi$ is itself a ground state of $(H+K)_{FN}$, then $u$ is constant for $v\propto\psi$, so $v^TDv=0$ and $E=E'$.
- `two_site_strict` gives lowest energies $0$ (total) and $1/4$ (termwise), the latter attained at $(4/5,3/5)$.

For lattice Monte Carlo with a finite real symmetric Hamiltonian and a fixed guide, this favours adding all contributions to a hop before testing its sign. Complex Hamiltonians, guides with zeros and statistical errors are not covered.

## How the proof follows the calculation

`fixedNode_entry` splits into diagonal and off-diagonal cases, and `gap_entry` sums the result over the terms. In `gap_form`, `generalize` replaces the two matrices by arbitrary `D` and `d`, keeping only the Laplacian identity and symmetry; `Finset.sum_comm` then exchanges $x$ and $y$ to complete the square. The equality criterion compares positive parts by sign, using $(\psi(x)\psi(y))^2>0$ to remove the guide.

The inequality itself turns on `max_le` in `frustration_nonneg`. To bound a maximum from above, it suffices to bound both arguments, here $\sum_i a_i$ and $0$. This handles all terms at once, without induction or a case split on their signs.

The result could also have been stated as `fixedNode ψ (∑ i, H i) ≤ ∑ i, fixedNode ψ (H i)` in Mathlib's `MatrixOrder` scope. The content would be the same, and such bounds could be chained with order lemmas, but the reader would need to know that `≤` there means a positive semidefinite difference, not an entrywise comparison.
